# Symmetric splitting of H = aZ + bX lowers the transition frequency for all positive a, b and time step

Take a two-level system with $H = Z + X$, where $Z$ and $X$ are the Pauli matrices $\sigma_z$ and $\sigma_x$ and $\hbar = 1$. Its levels are $\pm\sqrt2$, so its transition frequency is $2\sqrt2 \approx 2.83$. Now propagate it in real time with the symmetric split step of length $h = \pi/2$:

$$e^{-i\pi Z/4}\,e^{-i\pi X/2}\,e^{-i\pi Z/4} = -iX .$$

The eigenvalues are $e^{\pm i\pi/2}$. The two phases differ by $\pi$ per step, which is a frequency of $\pi/h = 2$. The line has moved to the red.

The cause is a convexity. The step has phase $\theta$ with $\cos\theta = \cos^2\frac{\pi}{2} = \frac12(\cos\pi + \cos 0) = 0$, an average of cosines at $u = \pi$ and $u = 0$. The exact phase is $r = \pi/\sqrt2$, and $r^2$ is the average of those two $u^2$. As a function of $u^2$ the cosine is convex here, so $\cos r \approx -0.61$ lies below the average, and $\theta < r$.

The same argument works for all $a, b, h > 0$ with $h\sqrt{a^2+b^2} \le \pi$. A phase is fixed only modulo $2\pi$, and $\theta$ is taken between $0$ and $\pi$. For longer steps the exact phase exceeds $\pi$, so $\theta$ is again the smaller. For a fixed two-level Hamiltonian and $\theta \le \pi/2$, the peak in a real-time spectrum sampled once per step therefore lies below the exact transition frequency; in time-dependent density functional theory the Hamiltonian also changes with the density.

## The Hamiltonian and its split step

In Lean 4 with Mathlib:

```lean
import Mathlib

open scoped Real

namespace SplitStepRedShift

noncomputable section

/-- The Pauli matrix Z. -/
def pauliZ : Matrix (Fin 2) (Fin 2) ℂ := !![1, 0; 0, -1]
```

The notation `!![1, 0; 0, -1]` lists a matrix row by row. The type says that it is $2\times2$ with complex entries.

```lean
/-- The Pauli matrix X. -/
def pauliX : Matrix (Fin 2) (Fin 2) ℂ := !![0, 1; 1, 0]
```

This is $\sigma_x$ in the same basis.

```lean
/-- The two-level Hamiltonian `a Z + b X`. -/
def hamiltonian (a b : ℝ) : Matrix (Fin 2) (Fin 2) ℂ :=
  (a : ℂ) • pauliZ + (b : ℂ) • pauliX
```

This is $H = aZ + bX$ with real $a$ and $b$. The sign `•` multiplies a matrix by a number, and `(a : ℂ)` regards the real $a$ as complex.

```lean
/-- One symmetric split step of length `h`: half a step with `a Z`, a full step with `b X`,
and half a step with `a Z`. -/
def splitStep (a b h : ℝ) : Matrix (Fin 2) (Fin 2) ℂ :=
  NormedSpace.exp ((-(a * h / 2 * Complex.I) : ℂ) • pauliZ) *
    NormedSpace.exp ((-(b * h * Complex.I) : ℂ) • pauliX) *
    NormedSpace.exp ((-(a * h / 2 * Complex.I) : ℂ) • pauliZ)
```

This is $S = e^{-iahZ/2}\,e^{-ibhX}\,e^{-iahZ/2}$, built from true matrix exponentials. The letter $h$ is the time step, not Planck's constant; inside some proofs `h` also labels an auxiliary fact.

```lean
/-- The phase `arccos (cos (a h) cos (b h))`. -/
def stepPhase (a b h : ℝ) : ℝ := Real.arccos (Real.cos (a * h) * Real.cos (b * h))
```

This defines $\theta = \arccos(\cos ah\,\cos bh)$, which lies between $0$ and $\pi$. That it is the phase of the step is proved below.

## From exponentials to eigenvalues

```lean
/-- The exponential of a complex multiple of Z is diagonal. -/
theorem exp_smul_pauliZ (c : ℂ) :
    NormedSpace.exp (c • pauliZ) = !![Complex.exp c, 0; 0, Complex.exp (-c)] := by
  have h : c • pauliZ = Matrix.diagonal ![c, -c] := by
    ext i j
    fin_cases i <;> fin_cases j <;> simp [pauliZ]
  -- the exponential of a function is taken pointwise
  have hexp : NormedSpace.exp (![c, -c] : Fin 2 → ℂ) =
      ![Complex.exp c, Complex.exp (-c)] := by
    ext i
    have hi : NormedSpace.exp (![c, -c] : Fin 2 → ℂ) i =
        Complex.exp ((![c, -c] : Fin 2 → ℂ) i) := by
      rw [Complex.exp_eq_exp_ℂ]
      exact NormedSpace.map_exp (Pi.evalRingHom (fun _ : Fin 2 => ℂ) i)
        (continuous_apply i) (![c, -c] : Fin 2 → ℂ)
    rw [hi]
    fin_cases i <;> rfl
  rw [h, Matrix.exp_diagonal, hexp]
  ext i j
  fin_cases i <;> fin_cases j <;> simp
```

A theorem gives its name, its variables and hypotheses, then the claim after the colon and the proof after `:=`. Here the claim is $e^{cZ} = \mathrm{diag}(e^c, e^{-c})$ for complex $c$. The proof writes $cZ$ as a diagonal matrix and exponentiates each diagonal entry.

```lean
/-- The exponential of a complex multiple of X has hyperbolic functions as entries. -/
theorem exp_smul_pauliX (c : ℂ) :
    NormedSpace.exp (c • pauliX) =
      !![Complex.cosh c, Complex.sinh c; Complex.sinh c, Complex.cosh c] := by
  -- change to the basis in which X is diagonal
  have hinv : (!![1, 1; 1, -1] : Matrix (Fin 2) (Fin 2) ℂ)⁻¹ =
      !![1 / 2, 1 / 2; 1 / 2, -1 / 2] := by
    apply Matrix.inv_eq_right_inv
    ext i j
    fin_cases i <;> fin_cases j <;> norm_num [Matrix.mul_apply, Fin.sum_univ_two]
  have hU : IsUnit (!![1, 1; 1, -1] : Matrix (Fin 2) (Fin 2) ℂ) := by
    rw [Matrix.isUnit_iff_isUnit_det, isUnit_iff_ne_zero, Matrix.det_fin_two_of]
    norm_num
  have h : c • pauliX = !![1, 1; 1, -1] * (c • pauliZ) * (!![1, 1; 1, -1])⁻¹ := by
    rw [hinv]
    ext i j
    fin_cases i <;> fin_cases j <;>
      simp [pauliX, pauliZ, Matrix.mul_apply, Fin.sum_univ_two] <;> ring
  rw [h, Matrix.exp_conj _ _ hU, exp_smul_pauliZ, hinv]
  ext i j
  fin_cases i <;> fin_cases j <;>
    simp [Matrix.mul_apply, Fin.sum_univ_two, Complex.cosh, Complex.sinh] <;> ring
```

The claim is
$$e^{cX} = \begin{pmatrix}\cosh c & \sinh c\\ \sinh c & \cosh c\end{pmatrix}.$$
The columns of $U = \begin{pmatrix}1&1\\1&-1\end{pmatrix}$ are eigenvectors of $X$; normalised, they are $(1,\pm1)/\sqrt2$, but the factor cancels against $U^{-1}$. Since $cX = U(cZ)U^{-1}$, also $e^{cX} = U e^{cZ} U^{-1}$, and multiplying out gives $(e^c \pm e^{-c})/2$. For $c = -ibh$ the entries are $\cos bh$ and $-i\sin bh$.

```lean
/-- The energy levels of `a Z + b X` are plus and minus `√(a² + b²)`. -/
theorem hamiltonian_levels (a b : ℝ) (E : ℂ) :
    (E • (1 : Matrix (Fin 2) (Fin 2) ℂ) - hamiltonian a b).det =
      (E - (√(a ^ 2 + b ^ 2) : ℝ)) * (E + (√(a ^ 2 + b ^ 2) : ℝ)) := by
  have hs : ((√(a ^ 2 + b ^ 2) : ℝ) : ℂ) ^ 2 = (a : ℂ) ^ 2 + (b : ℂ) ^ 2 := by
    exact_mod_cast Real.sq_sqrt (by positivity : 0 ≤ a ^ 2 + b ^ 2)
  rw [Matrix.det_fin_two]
  simp [hamiltonian, pauliZ, pauliX]
  linear_combination hs
```

Eigenvalues are stated through the characteristic determinant, which also records their multiplicity. By hand,
$$\det(E - H) = (E-a)(E+a) - b^2 = E^2 - (a^2+b^2),$$
so the levels are $\pm\Omega$ with $\Omega = \sqrt{a^2+b^2}$, and the exact transition frequency is $2\Omega$.

```lean
/-- The eigenvalues of the split step are `exp (i θ)` and `exp (-i θ)`, where `θ` is the
phase `stepPhase a b h`. -/
theorem splitStep_eigenvalues (a b h : ℝ) (z : ℂ) :
    (z • (1 : Matrix (Fin 2) (Fin 2) ℂ) - splitStep a b h).det =
      (z - Complex.exp (stepPhase a b h * Complex.I)) *
        (z - Complex.exp (-(stepPhase a b h * Complex.I))) := by
  have key : ∀ p q C S : ℂ, (z • (1 : Matrix (Fin 2) (Fin 2) ℂ) -
      !![p, 0; 0, q] * !![C, S; S, C] * !![p, 0; 0, q]).det =
      z ^ 2 - z * C * (p * p + q * q) + (p * q) ^ 2 * (C ^ 2 - S ^ 2) := by
    intro p q C S
    rw [Matrix.det_fin_two]
    simp
    ring
  have two : ∀ x : ℂ, Complex.exp (x * Complex.I) + Complex.exp (-(x * Complex.I)) =
      2 * Complex.cos x := by
    intro x
    rw [Complex.two_cos, neg_mul]
  have unit : ∀ x : ℂ, Complex.exp x * Complex.exp (-x) = 1 := by
    intro x
    rw [← Complex.exp_add, add_neg_cancel, Complex.exp_zero]
  have hab : |Real.cos (a * h) * Real.cos (b * h)| ≤ 1 := by
    rw [abs_mul]
    exact mul_le_one₀ (Real.abs_cos_le_one _) (abs_nonneg _) (Real.abs_cos_le_one _)
  have hcos : Real.cos (stepPhase a b h) = Real.cos (a * h) * Real.cos (b * h) :=
    Real.cos_arccos (abs_le.1 hab).1 (abs_le.1 hab).2
  have hc : Complex.cos (stepPhase a b h) = Complex.cos (a * h) * Complex.cos (b * h) := by
    have := congrArg Complex.ofReal hcos
    push_cast at this
    exact this
  have h1 : Complex.exp (-(a * h / 2 * Complex.I)) * Complex.exp (-(a * h / 2 * Complex.I)) +
      Complex.exp (-(-(a * h / 2 * Complex.I))) * Complex.exp (-(-(a * h / 2 * Complex.I))) =
      2 * Complex.cos (a * h) := by
    rw [← Complex.exp_add, ← Complex.exp_add, ← two,
      add_comm (Complex.exp (a * h * Complex.I))]
    congr 2 <;> ring
  have h2 : Complex.cosh (-(b * h * Complex.I)) = Complex.cos (b * h) := by
    rw [Complex.cosh_neg, Complex.cosh_mul_I]
  rw [splitStep, exp_smul_pauliZ, exp_smul_pauliX, key, h1, unit,
    Complex.cosh_sq_sub_sinh_sq, h2]
  linear_combination z * two (stepPhase a b h) + 2 * z * hc -
    unit (stepPhase a b h * Complex.I)
```

The claim is $\det(z - S) = (z - e^{i\theta})(z - e^{-i\theta})$ for all real $a, b, h$. Put $p = e^{-iah/2}$, $q = e^{iah/2}$, $C = \cos bh$ and $S_x = -i\sin bh$ (the last is `S` in the code). Then
$$S = \begin{pmatrix}p^2C & pqS_x\\ pqS_x & q^2C\end{pmatrix},$$
$$\det(z-S) = z^2 - zC(p^2+q^2) + (pq)^2(C^2 - S_x^2).$$
This is `key`. Next, `h1` gives $p^2+q^2 = 2\cos ah$, `unit` gives $pq = 1$, and $C^2 - S_x^2 = 1$. What remains is $z^2 - 2z\cos ah\cos bh + 1$. The product of cosines lies in $[-1,1]$, so it equals $\cos\theta$ (`hcos`), and $2\cos\theta = e^{i\theta}+e^{-i\theta}$ (`two`) completes the factorisation.

## The cosine above its tangent

```lean
/-- The function `sin u / u` decreases strictly for `0 < u ≤ 4.45`. -/
theorem sin_div_strictAnti :
    StrictAntiOn (fun u : ℝ => Real.sin u / u) (Set.Ioc 0 (89 / 20)) := by
  have hp := Real.pi_gt_d4
  have slope : ∀ u : ℝ, 0 < u → u < 89 / 20 → u * Real.cos u < Real.sin u := by
    intro u h0 h1
    rcases lt_or_ge u (π / 2) with h | h
    · have ht := Real.lt_tan h0 h
      rwa [Real.tan_eq_sin_div_cos,
        lt_div_iff₀ (Real.cos_pos_of_mem_Ioo ⟨by linarith, h⟩)] at ht
    rcases lt_or_ge u π with h' | h'
    · have hc := Real.cos_nonpos_of_pi_div_two_le_of_le h (by linarith)
      have hs := Real.sin_pos_of_pos_of_lt_pi h0 h'
      nlinarith [mul_nonneg h0.le (neg_nonneg.2 hc)]
    -- beyond π, the cosine is still negative enough
    have hw : Real.sin (π / 2 - (u - π)) = -Real.cos u := by
      rw [Real.sin_pi_div_two_sub, Real.cos_sub_pi]
    have hs := Real.neg_one_le_sin u
    rcases le_total u (21 / 5) with h2 | h2
    · have g := Real.sin_gt_sub_cube (x := 1 / 2) (by norm_num)
      have m := Real.sin_le_sin_of_le_of_le_pi_div_two (x := 1 / 2)
        (y := π / 2 - (u - π)) (by linarith) (by linarith) (by linarith)
      have hc : 2 / 5 ≤ -Real.cos u := by norm_num at g; linarith
      nlinarith [mul_le_mul_of_nonneg_left hc h0.le]
    · have g := Real.sin_gt_sub_cube (x := 13 / 50) (by norm_num)
      have m := Real.sin_le_sin_of_le_of_le_pi_div_two (x := 13 / 50)
        (y := π / 2 - (u - π)) (by linarith) (by linarith) (by linarith)
      have hc : 1 / 4 ≤ -Real.cos u := by norm_num at g; linarith
      nlinarith [mul_le_mul_of_nonneg_left hc h0.le]
  apply strictAntiOn_of_deriv_neg (convex_Ioc _ _)
  · exact Real.continuous_sin.continuousOn.div continuousOn_id (fun u hu => hu.1.ne')
  · intro u hu
    rw [interior_Ioc] at hu
    have hd := (Real.hasDerivAt_sin u).fun_div (hasDerivAt_id' u) hu.1.ne'
    rw [hd.deriv]
    exact div_neg_of_neg_of_pos (by linarith [slope u hu.1 hu.2]) (pow_pos hu.1 2)
```

The function $\sin u/u$ decreases strictly on $0 < u \le 4.45$. Its derivative is $(u\cos u - \sin u)/u^2$, so `slope` must show $u\cos u < \sin u$:

- For $0<u<\pi/2$, this is $u < \tan u$.
- For $\pi/2 \le u < \pi$, the left side is at most zero and the right side is positive.
- For $\pi \le u \le 4.2$, $-\cos u = \sin(3\pi/2 - u) \ge \sin 0.5 > 2/5$, so $u\cos u < -1 \le \sin u$.
- For $4.2 \le u < 4.45$, likewise $-\cos u \ge \sin 0.26 > 1/4$, and again $u\cos u < -1$.

```lean
/-- As a function of `u²`, the cosine lies strictly above its tangent at `r²`, for distinct
`u` and `r` with `0 ≤ u ≤ 4.45` and `0 < r ≤ 4.45`. -/
theorem cos_above_tangent {r u : ℝ} (hr : 0 < r) (hrc : r ≤ 89 / 20) (hu : 0 ≤ u)
    (huc : u ≤ 89 / 20) (hne : u ≠ r) :
    Real.cos r + Real.sin r / r / 2 * r ^ 2 < Real.cos u + Real.sin r / r / 2 * u ^ 2 := by
  have hd : ∀ t : ℝ, HasDerivAt (fun t => Real.cos t + Real.sin r / r / 2 * t ^ 2)
      (-Real.sin t + Real.sin r / r / 2 * (2 * t)) t := fun t =>
    ((Real.hasDerivAt_cos t).fun_add
      ((hasDerivAt_pow 2 t).const_mul (Real.sin r / r / 2))).congr_deriv (by norm_num)
  have hcont : Continuous (fun t => Real.cos t + Real.sin r / r / 2 * t ^ 2) := by fun_prop
  rcases lt_or_gt_of_ne hne with h | h
  · refine strictAntiOn_of_deriv_neg (convex_Icc 0 r) hcont.continuousOn ?_
      ⟨hu, h.le⟩ ⟨hr.le, le_rfl⟩ h
    intro t ht
    rw [interior_Icc] at ht
    have hlt : Real.sin r / r < Real.sin t / t :=
      sin_div_strictAnti ⟨ht.1, ht.2.le.trans hrc⟩ ⟨hr, hrc⟩ ht.2
    have hm := mul_lt_mul_of_pos_left hlt ht.1
    rw [mul_div_cancel₀ _ ht.1.ne'] at hm
    rw [(hd t).deriv]
    linarith
  · refine strictMonoOn_of_deriv_pos (convex_Icc r (89 / 20)) hcont.continuousOn ?_
      ⟨le_rfl, hrc⟩ ⟨h.le, huc⟩ h
    intro t ht
    rw [interior_Icc] at ht
    have ht0 : 0 < t := hr.trans ht.1
    have hlt : Real.sin t / t < Real.sin r / r :=
      sin_div_strictAnti ⟨hr, hrc⟩ ⟨ht0, ht.2.le⟩ ht.1
    have hm := mul_lt_mul_of_pos_left hlt ht0
    rw [mul_div_cancel₀ _ ht0.ne'] at hm
    rw [(hd t).deriv]
    linarith
```

For distinct $r$ and $u$ in the stated range, $g(r) < g(u)$, where
$$g(t) = \cos t + \frac{\sin r}{2r}\,t^2 .$$
Since $-\sin r/(2r)$ is the slope of the cosine with respect to $t^2$ at $t = r$, this puts the cosine above its tangent. The derivative is
$$g'(t) = t\left(\frac{\sin r}{r} - \frac{\sin t}{t}\right),$$
negative for $0<t<r$ and positive for $r<t\le 4.45$ by the previous theorem. The two halves of the proof are the cases $u<r$ and $u>r$.

```lean
/-- For positive angles `x`, `y` with `√(x² + y²) ≤ π`, the cosine of `√(x² + y²)` is smaller
than `cos x cos y`. -/
theorem cos_sqrt_lt {x y : ℝ} (hx : 0 < x) (hy : 0 < y) (hπ : √(x ^ 2 + y ^ 2) ≤ π) :
    Real.cos √(x ^ 2 + y ^ 2) < Real.cos x * Real.cos y := by
  have hr : 0 < √(x ^ 2 + y ^ 2) := Real.sqrt_pos.2 (by positivity)
  have hr2 : √(x ^ 2 + y ^ 2) ^ 2 = x ^ 2 + y ^ 2 := Real.sq_sqrt (by positivity)
  generalize √(x ^ 2 + y ^ 2) = r at *
  have hxy := mul_pos hx hy
  have hr' : r ≤ 3.1416 := hπ.trans Real.pi_lt_d4.le
  have hsum : x + y ≤ 89 / 20 := by
    apply le_of_sq_le_sq _ (by norm_num)
    nlinarith [sq_nonneg (x - y), mul_self_le_mul_self hr.le hr']
  have hdiff : |x - y| ≤ 89 / 20 := abs_le.2 ⟨by linarith, by linarith⟩
  have hrc : r ≤ 89 / 20 := by norm_num at hr'; linarith
  -- the squares of x + y and x - y average to r²
  have t1 := cos_above_tangent hr hrc (by positivity) hsum
    (fun h => by rw [← h] at hr2; nlinarith)
  have t2 := cos_above_tangent hr hrc (abs_nonneg (x - y)) hdiff
    (fun h => by rw [← h, sq_abs] at hr2; nlinarith)
  rw [hr2, Real.cos_add] at t1
  rw [hr2, Real.cos_abs, sq_abs, Real.cos_sub] at t2
  linarith
```

For $x, y > 0$ and $r = \sqrt{x^2+y^2} \le \pi$, the claim is $\cos r < \cos x\cos y$. Use the tangent inequality at $u = x+y$ and at $u = |x-y|$. Both are in range, because $x+y \le \sqrt2\,r \le \sqrt2\,\pi < 4.45$, and neither equals $r$, because $(x\pm y)^2 = r^2 \pm 2xy$. With $s = \sin r/(2r)$,
$$\cos r < \cos(x+y) + 2sxy,\qquad \cos r < \cos(x-y) - 2sxy .$$
These are `t1` and `t2`. Their sum is $2\cos r < 2\cos x\cos y$.

## The red shift and a floor for the line

```lean
/-- For positive `a`, `b` and `h`, the transition frequency `2 θ / h` of the split step lies
strictly below the exact transition frequency `2 √(a² + b²)`. -/
theorem split_step_red_shift {a b h : ℝ} (ha : 0 < a) (hb : 0 < b) (hh : 0 < h) :
    2 * stepPhase a b h / h < 2 * √(a ^ 2 + b ^ 2) := by
  have hr : √((a * h) ^ 2 + (b * h) ^ 2) = √(a ^ 2 + b ^ 2) * h := by
    rw [show (a * h) ^ 2 + (b * h) ^ 2 = (a ^ 2 + b ^ 2) * h ^ 2 by ring,
      Real.sqrt_mul (by positivity), Real.sqrt_sq hh.le]
  have hlt : stepPhase a b h < √((a * h) ^ 2 + (b * h) ^ 2) := by
    rcases le_or_gt √((a * h) ^ 2 + (b * h) ^ 2) π with hπ | hπ
    · have hc := cos_sqrt_lt (mul_pos ha hh) (mul_pos hb hh) hπ
      have hab : |Real.cos (a * h) * Real.cos (b * h)| ≤ 1 := by
        rw [abs_mul]
        exact mul_le_one₀ (Real.abs_cos_le_one _) (abs_nonneg _) (Real.abs_cos_le_one _)
      have hm := Real.arccos_lt_arccos (Real.neg_one_le_cos _) hc (abs_le.1 hab).2
      rwa [Real.arccos_cos (Real.sqrt_nonneg _) hπ] at hm
    · exact (Real.arccos_le_pi _).trans_lt hπ
  rw [div_lt_iff₀ hh]
  linarith
```

For $a, b, h > 0$ the claim is $2\theta/h < 2\Omega$. Set $x = ah$ and $y = bh$, so that $r = \Omega h$. If $r \le \pi$, then $\cos r < \cos\theta$, and the strictly decreasing arccosine gives $\theta < r$. If $r > \pi$, then $\theta \le \pi < r$. Multiply by $2/h$.

With $b = 0$ and $ah \le \pi$ there is no splitting error and the two frequencies agree, so the hypothesis $b > 0$ cannot be weakened to $b \ge 0$.

What links this frequency to a computed spectrum is the choice of branch. A signal recorded once per step fixes frequencies only modulo $2\pi/h$, and a real signal does not fix their sign. The peak therefore appears at $2\theta/h$ itself when $\theta \le \pi/2$; for larger $\theta$ it is folded back.

```lean
/-- For `a ≥ 0`, `h > 0` and `a h ≤ π / 2`, the transition frequency of the split step is
at least `2 a`. -/
theorem split_step_lower_bound {a h : ℝ} (b : ℝ) (ha : 0 ≤ a) (hh : 0 < h)
    (hah : a * h ≤ π / 2) : 2 * a ≤ 2 * stepPhase a b h / h := by
  have h0 : 0 ≤ a * h := mul_nonneg ha hh.le
  have hp := Real.pi_pos
  have hc : 0 ≤ Real.cos (a * h) := Real.cos_nonneg_of_mem_Icc ⟨by linarith, hah⟩
  have hm := Real.antitone_arccos (mul_le_of_le_one_right hc (Real.cos_le_one (b * h)))
  rw [Real.arccos_cos h0 (by linarith)] at hm
  rw [le_div_iff₀ hh, stepPhase]
  linarith

end

end SplitStepRedShift
```

If $a \ge 0$, $h > 0$ and $ah \le \pi/2$, the line stays at or above $2a$, for any real $b$. Here $\cos ah \ge 0$, so $\cos ah\cos bh \le \cos ah$, and the arccosine reverses this to $\theta \ge ah$. The opening example, with $ah = \pi/2$, sits exactly on this floor.

## Small steps and the unsymmetric product

Two further remarks rest on short calculations by hand. For small $h$, expanding the cosines to fourth order gives
$$\frac{2\theta}{h} \approx 2\Omega - \frac{a^2b^2h^2}{3\Omega},$$
so the red shift is of second order in the time step.

The unsymmetric step $e^{-iahZ}e^{-ibhX}$ equals $e^{-iahZ/2}\,S\,e^{iahZ/2}$. It has the same eigenvalues as $S$, and hence the same red shift.

```lean
#print axioms SplitStepRedShift.hamiltonian_levels
#print axioms SplitStepRedShift.splitStep_eigenvalues
#print axioms SplitStepRedShift.split_step_red_shift
#print axioms SplitStepRedShift.split_step_lower_bound
```

```
'SplitStepRedShift.hamiltonian_levels' depends on axioms: [propext, Classical.choice, Quot.sound]
'SplitStepRedShift.splitStep_eigenvalues' depends on axioms: [propext, Classical.choice, Quot.sound]
'SplitStepRedShift.split_step_red_shift' depends on axioms: [propext, Classical.choice, Quot.sound]
'SplitStepRedShift.split_step_lower_bound' depends on axioms: [propext, Classical.choice, Quot.sound]
```
